# The commutator of kinetic momentum components in a polynomial vector potential

For a particle of unit charge with `ħ = 1`, the theorem `kinetic_commutator` states that the components of the kinetic momentum π = p − a satisfy [π_i, π_j] = i(∂_i a_j − ∂_j a_i), where the right-hand side acts by multiplication. The operators act on complex polynomials in three Cartesian coordinates, and the components of the vector potential a are themselves such polynomials, not required to be real. The attempt first shows that partial derivatives commute, by checking that their commutator, as a derivation, vanishes on each coordinate. It then expands the product of kinetic momenta and combines this fact with the commutativity of multiplication operators and two uses of [p_i, a] = −i ∂_i a.

In Lean, a first try:

```lean
import Mathlib

open MvPolynomial
open Complex (I)

namespace MinimalCoupling

noncomputable section

/-- Complex polynomial wave functions of the three Cartesian coordinates. -/
abbrev Poly := MvPolynomial (Fin 3) ℂ

/-- The momentum component `p_i = -i ∂_i`, with `ħ = 1`. -/
def mom (i : Fin 3) : Module.End ℂ Poly :=
  (-I) • (pderiv i : Derivation ℂ Poly Poly).toLinearMap

/-- A polynomial function of position, acting on wave functions by multiplication. -/
def mulOp : Poly →ₐ[ℂ] Module.End ℂ Poly := Algebra.lmul ℂ Poly

/-- The kinetic momentum `π = p - a` of a unit charge in the vector potential `a`. -/
def kinMom (a : Fin 3 → Poly) (i : Fin 3) : Module.End ℂ Poly :=
  mom i - mulOp (a i)

/-- The commutator of momentum with a function of position: `[p_i, a] = -i ∂_i a`. -/
theorem momentum_commutator (i : Fin 3) (a : Poly) :
    mom i * mulOp a - mulOp a * mom i = (-I) • mulOp (pderiv i a) := by
  apply LinearMap.ext
  intro f
  change (-I) • pderiv i (a * f) - a * ((-I) • pderiv i f) = (-I) • (pderiv i a * f)
  rw [Derivation.leibniz]
  simp only [smul_eq_mul, MvPolynomial.smul_eq_C_mul]
  ring

/-- The kinetic momenta obey `[π_i, π_j] = i (∂_i a_j - ∂_j a_i)` for any polynomial
vector potential. -/
theorem kinetic_commutator (a : Fin 3 → Poly) (i j : Fin 3) :
    kinMom a i * kinMom a j - kinMom a j * kinMom a i
      = I • mulOp (pderiv i (a j) - pderiv j (a i)) := by
  -- partial derivatives commute, since their commutator kills every coordinate
  have key : ∀ k l m : Fin 3, pderiv k (pderiv l (X m : Poly)) = 0 := by
    intro k l m
    rw [pderiv_X, Pi.single_apply]
    split_ifs <;> simp
  have hD : ⁅(pderiv i : Derivation ℂ Poly Poly), pderiv j⁆ = 0 := by
    apply MvPolynomial.derivation_ext
    intro k
    rw [Derivation.commutator_apply, key, key, sub_self, Derivation.zero_apply]
  have h3 : mom i * mom j = mom j * mom i := by
    apply LinearMap.ext
    intro f
    have hf : pderiv i (pderiv j f) = pderiv j (pderiv i f) := by
      have h := congrArg (fun D : Derivation ℂ Poly Poly => D f) hD
      simp only [Derivation.commutator_apply, Derivation.zero_apply] at h
      exact sub_eq_zero.mp h
    change (-I) • pderiv i ((-I) • pderiv j f) = (-I) • pderiv j ((-I) • pderiv i f)
    rw [Derivation.map_smul, Derivation.map_smul, hf]
  have h4 : mulOp (a i) * mulOp (a j) = mulOp (a j) * mulOp (a i) := by
    rw [← map_mul, ← map_mul, mul_comm]
  have h1 := momentum_commutator i (a j)
  have h2 := momentum_commutator j (a i)
  simp only [kinMom, sub_mul, mul_sub, map_sub]
  linear_combination (norm := module) h3 - h1 + h2 + h4

end

end MinimalCoupling
```

Messages:

```
Main.lean:44:50: error: typeclass instance problem is stuck
  CommSemiring ?m.106

Note: Lean will not try to resolve this typeclass instance problem because the type argument to `CommSemiring` is a metavariable. This argument must be fully determined before Lean will try to resolve the typeclass.

Hint: Adding type annotations and supplying implicit arguments to functions can give Lean more information for typeclass resolution. For example, if you have a variable `x` that you intend to be a `Nat`, but Lean reports it as having an unresolved type like `?m`, replacing `x` with `(x : Nat)` can get typeclass resolution un-stuck.
```

Cause. The error points to the second entry of the bracket in `hD`, the bare `pderiv j`. The index `j : Fin 3` fixes the set of variables but not the coefficient ring, which `pderiv` needs to be a `CommSemiring`. Lean therefore has to find that instance for an unknown type, `?m.106`, and stops.

The annotation on `pderiv i` does not help, because Lean's bracket notation allows its two entries to have different types. The result has the type of the second entry, the very one left open, and the bare `0` on the right does not supply it either.

The repair annotates `pderiv j` as `Derivation ℂ Poly Poly`, which fixes the coefficients as `ℂ` and lets the instance be found. The matching annotation on `0` is mere tidying, since its type now follows from the left-hand side. The mathematical claim and the rest of the proof are unchanged.

Lean accepts the file once it reads:

```diff
@@ -42,5 +42,6 @@
     rw [pderiv_X, Pi.single_apply]
     split_ifs <;> simp
-  have hD : ⁅(pderiv i : Derivation ℂ Poly Poly), pderiv j⁆ = 0 := by
+  have hD : ⁅(pderiv i : Derivation ℂ Poly Poly), (pderiv j : Derivation ℂ Poly Poly)⁆
+      = (0 : Derivation ℂ Poly Poly) := by
     apply MvPolynomial.derivation_ext
     intro k
```
